# With frozen, uncorrelated densities, a symmetric positive semidefinite image response never raises the optical gap

Put an electron on one site and a hole on another, both in front of a polarisable surface. Each charge is attracted by its own image and gains an energy $w/2$, so the transport gap falls by $w$. The surface also screens the attraction between the two charges by an amount $v$, which weakens the exciton binding. The optical gap is the transport gap minus the binding, so it falls by only $w-v$.

Take $w=1.0$ eV, $v=0.6$ eV, an isolated transport gap of $5.0$ eV and an isolated binding of $1.5$ eV. The transport gap becomes $4.0$ eV and the binding $0.9$ eV. The optical gap goes from $3.5$ to $3.1$ eV, a shift of $0.4$ eV against $1.0$ eV for the transport gap.

```lean
import Mathlib

open Matrix

namespace ImagePotentialGaps

noncomputable section

variable {n : Type*} [Fintype n]
```

## Frozen densities and a linear response

On a finite set of sites `n`, let $a$ and $b$ be the electron and hole number densities, and let $W$ be a real matrix. In units of the elementary charge, a charge density $q$ induces the potential $-Wq$ and has image energy $-\langle q,Wq\rangle/2$. The half is the usual one for a charge in a potential that it induces itself. This $W$ is the surface-induced part of the screened interaction with its sign reversed, not the full screened interaction that usually carries the letter.

```lean
/-- Image energy of a charge density `q` in front of a surface with image response `W`. -/
def imageEnergy (W : Matrix n n ℝ) (q : n → ℝ) : ℝ := -(q ⬝ᵥ W *ᵥ q) / 2
```

With $E$ the isolated transport gap and $B$ the isolated binding, the two gaps are definitions. In Lean, `*ᵥ` applies a matrix to a vector and `⬝ᵥ` is the dot product.

```lean
/-- Transport gap at the surface: the isolated gap `E` plus the image energies of the added
electron, with charge density `-a`, and of the hole, with charge density `b`. -/
def transportGap (E : ℝ) (W : Matrix n n ℝ) (a b : n → ℝ) : ℝ :=
  E + imageEnergy W (-a) + imageEnergy W b

/-- Exciton binding energy at the surface: the isolated value `B` less the image screening of
the attraction between electron density `a` and hole density `b`. -/
def excitonBinding (B : ℝ) (W : Matrix n n ℝ) (a b : n → ℝ) : ℝ := B - a ⬝ᵥ W *ᵥ b

/-- Optical gap at the surface: transport gap minus exciton binding energy. -/
def opticalGap (E B : ℝ) (W : Matrix n n ℝ) (a b : n → ℝ) : ℝ :=
  transportGap E W a b - excitonBinding B W a b
```

The same $a$ and $b$ enter the charged states and the exciton. This is one step to a real molecule that the hypotheses don't supply: if the exciton has other densities than the separate charges, the terms below need not combine into a square. Another is that the attraction is taken between the two densities, as if the positions of electron and hole were uncorrelated. Suppose that both are spread evenly over the two sites of the opening example but always sit on the same one. The binding then falls by $w$ and the transport gap by $(w+v)/2$, so the optical gap rises if $w>v$. The response is also static, and exchange and hybridisation with the surface are left out.

The electron enters with charge $-a$, but its image energy is quadratic, so the sign drops out.

```lean
/-- The image energy does not depend on the sign of the charge. -/
theorem imageEnergy_neg (W : Matrix n n ℝ) (q : n → ℝ) :
    imageEnergy W (-q) = imageEnergy W q := by
  simp only [imageEnergy, Matrix.mulVec_neg, neg_dotProduct, dotProduct_neg, neg_neg]
```

## Symmetry: reciprocity of the image interaction

`W.IsSymm` says that the image potential at site $i$ due to a charge at $j$ equals that at $j$ due to the same charge at $i$. Hence $\langle a,Wb\rangle=\langle b,Wa\rangle$, which Lean obtains by moving $W$ across the dot product as its transpose.

```lean
/-- Reciprocity: for a symmetric response, the image interaction of `u` with `v` equals that
of `v` with `u`. -/
theorem image_reciprocity {W : Matrix n n ℝ} (hW : W.IsSymm) (u v : n → ℝ) :
    u ⬝ᵥ W *ᵥ v = v ⬝ᵥ W *ᵥ u := by
  rw [Matrix.dotProduct_mulVec, ← Matrix.mulVec_transpose, hW.eq, dotProduct_comm]
```

By hand, expand
$$\tfrac12\langle a-b,W(a-b)\rangle=\tfrac12\big(\langle a,Wa\rangle+\langle b,Wb\rangle-\langle a,Wb\rangle-\langle b,Wa\rangle\big).$$
By reciprocity the two cross terms together give $-\langle a,Wb\rangle$. The right side is then the gap reduction minus the binding reduction. The proof expands in the same way, and `linarith` merges the cross terms.

```lean
/-- For a symmetric response, the gap reduction minus the binding reduction is half the
quadratic form of `W` in the density difference `a - b`. -/
theorem gap_binding_balance {W : Matrix n n ℝ} (hW : W.IsSymm) (a b : n → ℝ) :
    (a ⬝ᵥ W *ᵥ a + b ⬝ᵥ W *ᵥ b) / 2 - a ⬝ᵥ W *ᵥ b
      = ((a - b) ⬝ᵥ W *ᵥ (a - b)) / 2 := by
  have h := image_reciprocity hW a b
  simp only [Matrix.mulVec_sub, dotProduct_sub, sub_dotProduct]
  linarith
```

The optical gap is therefore $E-B-\tfrac12\langle b-a,W(b-a)\rangle$: the surface shifts it by the image energy of the exciton's net charge density.

```lean
/-- For a symmetric response, the surface shifts the optical gap by the image energy of the
net charge density `b - a` of the exciton. -/
theorem opticalGap_eq {W : Matrix n n ℝ} (hW : W.IsSymm) (E B : ℝ) (a b : n → ℝ) :
    opticalGap E B W a b = E - B + imageEnergy W (b - a) := by
  have h := gap_binding_balance hW a b
  rw [← neg_sub a b, imageEnergy_neg]
  unfold opticalGap transportGap excitonBinding
  rw [imageEnergy_neg]
  unfold imageEnergy
  linarith
```

A nonnegative quadratic form without symmetry is not enough for the gap never to rise. For $W=\begin{pmatrix}0&1\\-1&0\end{pmatrix}$ every $\langle x,Wx\rangle$ vanishes, yet $a=(1,0)$, $b=(0,1)$ raises the optical gap by $1$.

## Positivity: no charge density has a positive image energy

The condition `hpos` says $\langle x,Wx\rangle\ge0$ for every $x$: polarising the surface never costs energy overall, as expected of a stable, passive surface. Applied to $a-b$, it gives the inequality at once.

The equality case needs more. Suppose $\langle x,Wx\rangle=0$, and set $y=Wx$, $s=\langle y,y\rangle$ and $M=\langle y,Wy\rangle\ge0$. Symmetry gives $\langle x,Wy\rangle=s$. Positivity on $(M+1)x-sy$ then reads
$$0\le-2(M+1)s^2+s^2M=-s^2(M+2),$$
so $s=0$ and $Wx=0$. In the proof, `h` is this inequality, `h2` its rearranged form, and `h3` and `h4` conclude that $s=0$.

```lean
/-- For a symmetric positive semidefinite response, a density with zero image energy induces
no image potential. -/
theorem potential_eq_zero {W : Matrix n n ℝ} (hW : W.IsSymm)
    (hpos : ∀ x, 0 ≤ x ⬝ᵥ W *ᵥ x) {x : n → ℝ} (hx : x ⬝ᵥ W *ᵥ x = 0) :
    W *ᵥ x = 0 := by
  obtain ⟨y, hy⟩ : ∃ y, y = W *ᵥ x := ⟨_, rfl⟩
  have hxy : x ⬝ᵥ W *ᵥ y = y ⬝ᵥ y := by rw [image_reciprocity hW x y, ← hy]
  have hM := hpos y
  -- test positivity on a combination of the density and its own potential
  have h := hpos ((y ⬝ᵥ W *ᵥ y + 1) • x - (y ⬝ᵥ y) • y)
  simp only [Matrix.mulVec_sub, Matrix.mulVec_smul, dotProduct_sub, sub_dotProduct,
    dotProduct_smul, smul_dotProduct, smul_eq_mul] at h
  rw [hx, hxy, ← hy] at h
  generalize y ⬝ᵥ W *ᵥ y = M at h hM
  have h2 : (y ⬝ᵥ y) ^ 2 * (M + 2) ≤ 0 := by nlinarith [h]
  have h3 : (y ⬝ᵥ y) ^ 2 = 0 := by
    nlinarith [mul_nonneg (sq_nonneg (y ⬝ᵥ y)) hM, sq_nonneg (y ⬝ᵥ y)]
  have h4 : y ⬝ᵥ y = 0 := by simpa using h3
  rw [← hy]
  exact dotProduct_self_eq_zero.mp h4
```

The main theorem combines the two parts, for arbitrary real vectors $a$ and $b$. The optical gap is unchanged exactly when the image potentials of the electron and the hole cancel at every site.

```lean
/-- For a symmetric positive semidefinite image response, the surface never raises the optical
gap, and leaves it unchanged exactly when `a - b` induces no image potential. -/
theorem opticalGap_never_rises {W : Matrix n n ℝ} (hW : W.IsSymm)
    (hpos : ∀ x, 0 ≤ x ⬝ᵥ W *ᵥ x) (E B : ℝ) (a b : n → ℝ) :
    opticalGap E B W a b ≤ E - B ∧
      (opticalGap E B W a b = E - B ↔ W *ᵥ (a - b) = 0) := by
  rw [opticalGap_eq hW, ← neg_sub a b, imageEnergy_neg]
  unfold imageEnergy
  have h := hpos (a - b)
  refine ⟨by linarith, fun h0 => potential_eq_zero hW hpos (by linarith), fun h0 => ?_⟩
  rw [h0, dotProduct_zero]
  ring
```

Symmetry alone doesn't prevent a rise: in the opening example, $v>w$ would raise the optical gap by $v-w$. Conversely, if no pair of nonnegative densities raises the gap, positivity follows. The proof splits $x$ into its positive and negative parts and uses them as $a$ and $b$.

```lean
/-- Converse: if a symmetric response raises the optical gap for no pair of nonnegative
densities, of any total charges, then it is positive semidefinite. -/
theorem response_nonneg_of_never_rises {W : Matrix n n ℝ} (hW : W.IsSymm) (E B : ℝ)
    (h : ∀ a b : n → ℝ, (∀ i, 0 ≤ a i) → (∀ i, 0 ≤ b i) → opticalGap E B W a b ≤ E - B)
    (x : n → ℝ) : 0 ≤ x ⬝ᵥ W *ᵥ x := by
  -- split `x` into its positive and negative parts
  have h1 := h (fun i => max (x i) 0) (fun i => max (-x i) 0)
    (fun i => le_max_right _ _) (fun i => le_max_right _ _)
  have hx : (fun i => max (-x i) 0) - (fun i => max (x i) 0) = -x := by
    funext i
    simp only [Pi.sub_apply, Pi.neg_apply]
    rcases le_total 0 (x i) with hi | hi
    · rw [max_eq_left hi, max_eq_right (by linarith)]
      ring
    · rw [max_eq_right hi, max_eq_left (by linarith)]
      ring
  rw [opticalGap_eq hW, hx, imageEnergy_neg] at h1
  unfold imageEnergy at h1
  linarith
```

These parts may have different total charges. Neutral excitons alone would not force positivity: a uniform negative response leaves their optical gap unchanged.

## Nonnegative entries: the surface never strengthens the binding

If $W$, $a$ and $b$ have nonnegative entries, then $\langle a,Wb\rangle\ge0$. The fall of the optical gap is the fall of the transport gap minus this number, so it is no larger. Symmetry plays no part, and the proof is a double sum of nonnegative terms.

```lean
/-- If the response matrix and both densities have nonnegative entries, the optical gap falls
by no more than the transport gap. -/
theorem optical_fall_le_transport_fall {W : Matrix n n ℝ} (hW : ∀ i j, 0 ≤ W i j)
    (E B : ℝ) {a b : n → ℝ} (ha : ∀ i, 0 ≤ a i) (hb : ∀ i, 0 ≤ b i) :
    (E - B) - opticalGap E B W a b ≤ E - transportGap E W a b := by
  have h : 0 ≤ a ⬝ᵥ W *ᵥ b :=
    Finset.sum_nonneg fun i _ => mul_nonneg (ha i)
      (Finset.sum_nonneg fun j _ => mul_nonneg (hW i j) (hb j))
  unfold opticalGap excitonBinding
  linarith
```

Positivity of the quadratic form doesn't replace this condition. With $w=1$ and $v=-\tfrac12$ in the two-site case, the optical gap falls by $1.5$ and the transport gap by $1$.

## Normalisation: one electron and one hole

For a response matrix with every entry equal to $w$, on-site entries included, $\langle u,Wv\rangle=w\big(\sum_i u_i\big)\big(\sum_i v_i\big)$ for any vectors $u$ and $v$; this is `key` in the proof. With unit totals every such term is $w$, so the transport gap shifts by $-w$ and the optical gap stays fixed. With unequal totals and $w\neq0$, the optical gap would shift.

```lean
/-- If every entry of the image response matrix equals `w` and both densities are normalised, the
transport gap changes by `-w` while the optical gap is unchanged. -/
theorem uniform_response (E B w : ℝ) {a b : n → ℝ} (ha : ∑ i, a i = 1) (hb : ∑ i, b i = 1) :
    transportGap E (Matrix.of fun _ _ : n => w) a b = E - w ∧
      opticalGap E B (Matrix.of fun _ _ : n => w) a b = E - B := by
  have key : ∀ u v : n → ℝ,
      u ⬝ᵥ (Matrix.of fun _ _ : n => w) *ᵥ v = (∑ i, u i) * (w * ∑ i, v i) := by
    intro u v
    simp only [dotProduct, Matrix.mulVec, Matrix.of_apply, ← Finset.mul_sum, ← Finset.sum_mul]
  unfold opticalGap transportGap excitonBinding
  rw [imageEnergy_neg]
  unfold imageEnergy
  rw [key, key, key, ha, hb]
  constructor <;> ring
```

The opening example is the case in which the response does vary between sites. Lean evaluates its three products by summing over two sites.

```lean
/-- Charge-transfer exciton with the electron on one site and the hole on another: with on-site
response `w` and intersite response `v`, the transport gap changes by `-w` and the optical gap
by `-(w - v)`. -/
theorem charge_transfer_exciton (E B w v : ℝ) :
    transportGap E !![w, v; v, w] ![1, 0] ![0, 1] = E - w ∧
      opticalGap E B !![w, v; v, w] ![1, 0] ![0, 1] = E - B - (w - v) := by
  have h1 : (![1, 0] : Fin 2 → ℝ) ⬝ᵥ !![w, v; v, w] *ᵥ ![1, 0] = w := by
    simp [Matrix.mulVec, dotProduct, Fin.sum_univ_two]
  have h2 : (![0, 1] : Fin 2 → ℝ) ⬝ᵥ !![w, v; v, w] *ᵥ ![0, 1] = w := by
    simp [Matrix.mulVec, dotProduct, Fin.sum_univ_two]
  have h3 : (![1, 0] : Fin 2 → ℝ) ⬝ᵥ !![w, v; v, w] *ᵥ ![0, 1] = v := by
    simp [Matrix.mulVec, dotProduct, Fin.sum_univ_two]
  unfold opticalGap transportGap excitonBinding
  rw [imageEnergy_neg]
  unfold imageEnergy
  rw [h1, h2, h3]
  constructor <;> ring

end

end ImagePotentialGaps
```

```lean
#print axioms ImagePotentialGaps.opticalGap_never_rises
-- 'ImagePotentialGaps.opticalGap_never_rises' depends on axioms: [propext, Classical.choice, Quot.sound]
#print axioms ImagePotentialGaps.optical_fall_le_transport_fall
-- 'ImagePotentialGaps.optical_fall_le_transport_fall' depends on axioms: [propext, Classical.choice, Quot.sound]
#print axioms ImagePotentialGaps.uniform_response
-- 'ImagePotentialGaps.uniform_response' depends on axioms: [propext, Classical.choice, Quot.sound]
#print axioms ImagePotentialGaps.charge_transfer_exciton
-- 'ImagePotentialGaps.charge_transfer_exciton' depends on axioms: [propext, Classical.choice, Quot.sound]
```

## Image terms for a molecule above a metal

For a molecule above an ideal metal, take $a$ and $b$ as atomic populations of the lowest unoccupied and highest occupied orbitals. In atomic units $W_{ij}=1/|r_i-r_j^*|$, where $r_j^*$ is the mirror image of atom position $r_j$ in the image plane. An atom at height $z$ above that plane has $W_{ii}=1/(2z)$, which gives the familiar image energy $-1/(4z)$. The transport gap falls by half the sum of $\langle a,Wa\rangle$ and $\langle b,Wb\rangle$, and the binding falls by $\langle a,Wb\rangle$.

In GW and Bethe–Salpeter calculations the same surface screening enters both the quasiparticle gap and the electron–hole attraction; the theorems describe the resulting cancellation for static screening and frozen, uncorrelated densities.
